# The derivative of the linear-element kinetic energy in a node position, at fixed nodal values, is a jump of Eshelby stress

One way to lower the energy by moving mesh nodes is to step against the gradient of that energy in the node positions. For a real orbital on one-dimensional linear elements, the kinetic energy is taken here as the integral of half the squared derivative, not divided by the squared norm. At fixed nodal values, its derivative in the position of an interior node needs only the slopes on the two adjacent elements. The problems below derive this, and then characterise the meshes that minimise this energy when the nodal values, the end points and the number of elements are fixed.

## Mesh, slopes and energy

```lean
import Mathlib

open Finset

namespace FiniteElementNodeForce

noncomputable section
```

The nodes x₀ < x₁ < … < xₙ bound n elements. In Lean, positions and nodal values are sequences `ℕ → ℝ`, of which only the entries 0 to n matter, and `IsMesh n x` states the strict ordering.

```lean
/-- The nodes `x 0, ..., x n` are strictly increasing. -/
def IsMesh (n : ℕ) (x : ℕ → ℝ) : Prop := ∀ i < n, x i < x (i + 1)
```

Write hᵢ = xᵢ₊₁ − xᵢ for the length of element i and dᵢ = uᵢ₊₁ − uᵢ for the change of the nodal value across it. The slope is sᵢ = dᵢ/hᵢ.

```lean
/-- The slope of the linear interpolant on the element between nodes `i` and `i + 1`. -/
def elementSlope (x u : ℕ → ℝ) (i : ℕ) : ℝ := (u (i + 1) - u i) / (x (i + 1) - x i)
```

On element i the orbital is the linear function

vᵢ(t) = uᵢ + sᵢ (t − xᵢ).

```lean
/-- The linear function that represents the orbital on element `i`. -/
def interpolant (x u : ℕ → ℝ) (i : ℕ) (t : ℝ) : ℝ := u i + elementSlope x u i * (t - x i)
```

In atomic units the kinetic energy of a normalised orbital is the sum below. The same sum, without division by the squared norm, is called the kinetic energy here for any nodal values:

E = ∑ᵢ dᵢ² / (2hᵢ), with i from 0 to n − 1.

```lean
/-- The kinetic energy of the linear-element function with nodal values `u`, not divided by its
squared norm. -/
def energy (n : ℕ) (x u : ℕ → ℝ) : ℝ :=
  ∑ i ∈ range n, (u (i + 1) - u i) ^ 2 / (2 * (x (i + 1) - x i))
```

As a function of the slope p, the energy density is W(p) = p²/2.

```lean
/-- The kinetic energy density as a function of the slope. -/
def kineticDensity (p : ℝ) : ℝ := p ^ 2 / 2
```

The Eshelby stress is Σ(p) = W(p) − p W′(p). It is the stress that does work when a point of the mesh is displaced while the value carried there stays the same. The ordinary stress W′(p) is conjugate to a change of slope.

```lean
/-- The one-dimensional Eshelby stress: energy density minus slope times its conjugate stress. -/
def eshelbyStress (p : ℝ) : ℝ := kineticDensity p - p * deriv kineticDensity p
```

## (a) The interpolant meets the nodal values

**Task.** Show that vᵢ equals uᵢ at the left end of its element and uᵢ₊₁ at the right end.

**Solution.** At t = xᵢ the second term vanishes. At t = xᵢ₊₁,

vᵢ(xᵢ₊₁) = uᵢ + (dᵢ/hᵢ) hᵢ = uᵢ + dᵢ = uᵢ₊₁.

Neighbouring pieces therefore agree at their common node. The Lean proof takes hᵢ ≠ 0 from the mesh ordering and cancels it in the same way.

```lean
/-- The linear function on an element takes the prescribed nodal values at both ends. -/
theorem interpolant_nodes {n i : ℕ} {x : ℕ → ℝ} (u : ℕ → ℝ) (hx : IsMesh n x) (hi : i < n) :
    interpolant x u i (x i) = u i ∧ interpolant x u i (x (i + 1)) = u (i + 1) := by
  have h : x (i + 1) - x i ≠ 0 := (sub_pos.2 (hx i hi)).ne'
  constructor
  · simp [interpolant]
  · unfold interpolant elementSlope
    rw [div_mul_cancel₀ _ h]
    ring
```

## (b) The sum is a kinetic-energy integral

**Task.** Show that E is the integral of half the squared derivative of the interpolant, summed over the elements.

**Solution.** On element i the derivative is the constant sᵢ, so

∫ sᵢ²/2 dt = hᵢ sᵢ²/2 = dᵢ²/(2hᵢ).

Summing over i gives E. In Lean, `hd` is the constant derivative, `intervalIntegral.integral_const` evaluates the integral, and `field_simp` does the last cancellation.

```lean
/-- The energy is the integral of half the squared derivative of the interpolant,
summed over the elements. -/
theorem energy_eq_integral {n : ℕ} {x : ℕ → ℝ} (u : ℕ → ℝ) (hx : IsMesh n x) :
    energy n x u =
      ∑ i ∈ range n, ∫ t in (x i)..(x (i + 1)), (deriv (interpolant x u i) t) ^ 2 / 2 := by
  unfold energy
  refine sum_congr rfl fun i hi => ?_
  have h : x (i + 1) - x i ≠ 0 := (sub_pos.2 (hx i (mem_range.1 hi))).ne'
  have hd : ∀ t, deriv (interpolant x u i) t = elementSlope x u i := fun t => by
    have h' : HasDerivAt (interpolant x u i) (elementSlope x u i * 1) t :=
      (((hasDerivAt_id' t).sub_const (x i)).const_mul _).const_add _
    simpa using h'.deriv
  simp only [hd, intervalIntegral.integral_const, smul_eq_mul]
  unfold elementSlope
  field_simp
```

## (c) An element whose right end moves

**Task.** An element from a to b carries a fixed change d of the nodal value. Differentiate its energy in b.

**Solution.** By the quotient rule,

d/db [d²/(2(b − a))] = −d²/(2(b − a)²) = −(d/(b − a))²/2.

Stretching the element to the right lowers its energy, unless d = 0. `HasDerivAt` states both that the function is differentiable at the point and what the derivative is. The proof applies the quotient rule and then simplifies.

```lean
/-- Moving the right end `b` of an element changes its energy at the rate minus half the
squared slope. -/
theorem hasDerivAt_right_end (d : ℝ) {a b : ℝ} (hab : a < b) :
    HasDerivAt (fun t => d ^ 2 / (2 * (t - a))) (-(d / (b - a)) ^ 2 / 2) b := by
  have h : b - a ≠ 0 := (sub_pos.2 hab).ne'
  have h' := (hasDerivAt_const b (d ^ 2)).fun_div
    (((hasDerivAt_id' b).sub_const a).const_mul 2) (mul_ne_zero two_ne_zero h)
  exact h'.congr_deriv (by field_simp; ring)
```

## (d) An element whose left end moves

**Task.** Differentiate the energy of the same element in a.

**Solution.** The length b − a now decreases as a grows, which reverses the sign:

d/da [d²/(2(b − a))] = +(d/(b − a))²/2.

```lean
/-- Moving the left end `a` of an element changes its energy at the rate plus half the
squared slope. -/
theorem hasDerivAt_left_end (d : ℝ) {a b : ℝ} (hab : a < b) :
    HasDerivAt (fun t => d ^ 2 / (2 * (b - t))) ((d / (b - a)) ^ 2 / 2) a := by
  have h : b - a ≠ 0 := (sub_pos.2 hab).ne'
  have h' := (hasDerivAt_const a (d ^ 2)).fun_div
    (((hasDerivAt_id' a).const_sub b).const_mul 2) (mul_ne_zero two_ne_zero h)
  exact h'.congr_deriv (by field_simp; ring)
```

## (e) The derivative at an interior node

**Task.** Move node j+1, where j+1 < n, and keep all nodal values and all other nodes fixed. Find the derivative of E.

**Solution.** Only elements j and j+1 touch this node. With its position called t,

E(t) = constant + dⱼ²/(2(t − xⱼ)) + dⱼ₊₁²/(2(xⱼ₊₂ − t)).

Part (c) applies to the first fraction and part (d) to the second. At t = xⱼ₊₁,

dE/dt = (sⱼ₊₁² − sⱼ²)/2.

If the right-hand slope is the steeper one, the derivative is positive, and a descent step moves the node to the left, which lengthens the steep element.

In Lean, `Function.update x (j + 1) t` is the mesh with the one node moved to t. Numbering the interior node as j+1 gives it a left neighbour j without any subtraction of indices. The statement `key` differentiates each summand in three cases: the left element, the right element and all others. The sum of these derivatives then collapses to two terms.

A program can assemble this gradient in one loop over the elements: element i adds +sᵢ²/2 to the entry of its left node and −sᵢ²/2 to that of its right node. The entries of the two end nodes are discarded if the ends are fixed. In a full orbital calculation the potential energy and the normalisation integral also depend on the node positions and contribute terms of their own.

```lean
/-- The derivative of the energy in the position of an interior node, at fixed nodal values,
is half the difference of the squared slopes to its right and left. -/
theorem hasDerivAt_energy {n j : ℕ} {x : ℕ → ℝ} (u : ℕ → ℝ) (hx : IsMesh n x)
    (hj : j + 1 < n) :
    HasDerivAt (fun t => energy n (Function.update x (j + 1) t) u)
      ((elementSlope x u (j + 1) ^ 2 - elementSlope x u j ^ 2) / 2) (x (j + 1)) := by
  have key : ∀ i ∈ range n, HasDerivAt
      (fun t => (u (i + 1) - u i) ^ 2 /
        (2 * (Function.update x (j + 1) t (i + 1) - Function.update x (j + 1) t i)))
      ((if i = j + 1 then elementSlope x u (j + 1) ^ 2 / 2 else 0) -
        (if i = j then elementSlope x u j ^ 2 / 2 else 0)) (x (j + 1)) := by
    intro i _
    by_cases h1 : i = j
    · -- the element to the left of the moving node
      rw [h1]
      refine ((hasDerivAt_right_end (u (j + 1) - u j) (hx j (by omega))).congr_deriv
        ?_).congr_of_eventuallyEq (Filter.Eventually.of_forall fun t => ?_)
      · simp [elementSlope, neg_div]
      · simp
    by_cases h2 : i = j + 1
    · -- the element to the right of the moving node
      rw [h2]
      refine ((hasDerivAt_left_end (u (j + 1 + 1) - u (j + 1)) (hx (j + 1) hj)).congr_deriv
        ?_).congr_of_eventuallyEq (Filter.Eventually.of_forall fun t => ?_)
      · simp [elementSlope]
      · simp
    · -- all other elements are unaffected
      refine ((hasDerivAt_const (x (j + 1))
        ((u (i + 1) - u i) ^ 2 / (2 * (x (i + 1) - x i)))).congr_deriv
        ?_).congr_of_eventuallyEq (Filter.Eventually.of_forall fun t => ?_)
      · simp [h1, h2]
      · simp [h1, h2]
  refine (HasDerivAt.fun_sum key).congr_deriv ?_
  rw [sum_sub_distrib, sum_ite_eq', sum_ite_eq', if_pos (mem_range.2 hj),
    if_pos (mem_range.2 (by omega))]
  ring
```

## (f) The same derivative as a stress jump

**Task.** Express the result of (e) through the Eshelby stress.

**Solution.** Since W′(p) = p,

Σ(p) = p²/2 − p² = −p²/2.

The stress on the left of the node minus that on the right is therefore

Σ(sⱼ) − Σ(sⱼ₊₁) = (sⱼ₊₁² − sⱼ²)/2 = dE/dt.

The force on the node, −dE/dt, is the stress on the right minus that on the left. In the proof, `hE` is the formula for Σ, and the rest is substitution into (e).

```lean
/-- The derivative of the energy in an interior node position is the Eshelby stress on the
left of the node minus that on the right. -/
theorem hasDerivAt_energy_eshelby {n j : ℕ} {x : ℕ → ℝ} (u : ℕ → ℝ) (hx : IsMesh n x)
    (hj : j + 1 < n) :
    HasDerivAt (fun t => energy n (Function.update x (j + 1) t) u)
      (eshelbyStress (elementSlope x u j) - eshelbyStress (elementSlope x u (j + 1)))
      (x (j + 1)) := by
  have hE : ∀ p, eshelbyStress p = -(p ^ 2 / 2) := fun p => by
    have h : HasDerivAt kineticDensity p p :=
      (((hasDerivAt_id' p).fun_pow 2).div_const 2).congr_deriv (by simp)
    rw [eshelbyStress, h.deriv, kineticDensity]
    ring
  refine (hasDerivAt_energy u hx hj).congr_deriv ?_
  rw [hE, hE]
  ring
```

## (g) A lower bound for every mesh

**Task.** Let y be a mesh with n elements, and let V = ∑ᵢ |dᵢ| be the total variation of the nodal values. Show that for every real c the energy on y is at least cV − c²(yₙ − y₀)/2.

**Solution.** Let hᵢ now be the element lengths of y. Expanding (|dᵢ| − c hᵢ)² ≥ 0 and dividing by 2hᵢ > 0 gives

dᵢ²/(2hᵢ) ≥ c|dᵢ| − c²hᵢ/2.

Summing over i proves the bound, because the lengths add up to yₙ − y₀. Equality holds on an element exactly when |dᵢ| = c hᵢ, that is, when its slope has magnitude c.

In Lean, `sum_range_sub` writes yₙ − y₀ as the sum of the element lengths, `sum_le_sum` reduces the claim to one element, and `nlinarith` receives the square above.

```lean
/-- For every real `c`, the energy on a mesh is bounded below by `c` times the total variation
of the nodal values minus `c ^ 2 / 2` times the length of the mesh. -/
theorem energy_lower_bound {n : ℕ} {y : ℕ → ℝ} (u : ℕ → ℝ) (hy : IsMesh n y) (c : ℝ) :
    c * ∑ i ∈ range n, |u (i + 1) - u i| - c ^ 2 / 2 * (y n - y 0) ≤ energy n y u := by
  unfold energy
  rw [← sum_range_sub y n, mul_sum, mul_sum, ← sum_sub_distrib]
  refine sum_le_sum fun i hi => ?_
  have h := sub_pos.2 (hy i (mem_range.1 hi))
  rw [le_div_iff₀ (mul_pos two_pos h)]
  nlinarith [sq_nonneg (|u (i + 1) - u i| - c * (y (i + 1) - y i)), sq_abs (u (i + 1) - u i)]
```

## (h) Minimising meshes have slopes of equal magnitude

**Task.** Show that a mesh x minimises E among all meshes with the same number of elements, end points and nodal values if and only if |sⱼ₊₁| = |sⱼ| whenever j+1 < n.

**Solution.** Suppose x is a minimiser. Node j+1 can move anywhere between xⱼ and xⱼ₊₂ without breaking the ordering or shifting the end points. Its present position is therefore a local minimum of E(t), and the derivative from (e) vanishes. Hence sⱼ₊₁² = sⱼ², and the magnitudes agree.

Conversely, suppose neighbouring magnitudes agree. By induction all slopes have a common magnitude c, so equality holds in (g) on every element of x:

E(x) = cV − c²(xₙ − x₀)/2.

Any competing mesh y has the same V and the same total length, so (g) bounds its energy below by this same number. The minimum is thus global.

The Lean proof follows these two directions. `hloc` is the local minimum, `IsLocalMin.hasDerivAt_eq_zero` makes the derivative vanish, and `e` is the equality for x. The theorem characterises minimisers without claiming that one exists, and it concerns the sum E alone, not how well the mesh resolves an orbital. At fixed nodal values the norm of the interpolant generally changes with the mesh, so a minimiser of E need not minimise the kinetic energy of the normalised orbital.

```lean
/-- A mesh minimises the energy among all meshes with the same end points and nodal values
exactly when neighbouring elements have slopes of equal magnitude. -/
theorem minimises_iff_equal_slopes {n : ℕ} {x : ℕ → ℝ} (u : ℕ → ℝ) (hx : IsMesh n x) :
    (∀ y, IsMesh n y → y 0 = x 0 → y n = x n → energy n x u ≤ energy n y u) ↔
      ∀ j, j + 1 < n → |elementSlope x u (j + 1)| = |elementSlope x u j| := by
  constructor
  · intro hmin j hj
    -- a small shift of one node keeps the mesh admissible
    have hloc : ∀ᶠ t in nhds (x (j + 1)),
        energy n (Function.update x (j + 1) (x (j + 1))) u ≤
          energy n (Function.update x (j + 1) t) u := by
      filter_upwards [Ioo_mem_nhds (hx j (by omega)) (hx (j + 1) hj)] with t ht
      rw [Function.update_eq_self]
      refine hmin _ (fun i hi => ?_) ?_ ?_
      · by_cases h1 : i = j
        · rw [h1]
          simpa [Function.update_apply] using ht.1
        by_cases h2 : i = j + 1
        · rw [h2]
          simpa [Function.update_apply] using ht.2
        · simpa [Function.update_apply, h1, h2] using hx i hi
      · simp
      · have hne : n ≠ j + 1 := by omega
        exact Function.update_of_ne hne t x
    have h0 := IsLocalMin.hasDerivAt_eq_zero
      (f := fun t => energy n (Function.update x (j + 1) t) u) hloc (hasDerivAt_energy u hx hj)
    exact (sq_eq_sq_iff_abs_eq_abs _ _).1 (by linarith)
  · intro h y hy hy0 hyn
    obtain ⟨c, hc⟩ : ∃ c, ∀ i, i < n → |elementSlope x u i| = c := by
      refine ⟨|elementSlope x u 0|, fun i => ?_⟩
      induction i with
      | zero => intro _; rfl
      | succ k ih => intro hk; rw [h k hk, ih (by omega)]
    -- with a common slope magnitude the lower bound is attained
    have e : energy n x u =
        c * ∑ i ∈ range n, |u (i + 1) - u i| - c ^ 2 / 2 * (x n - x 0) := by
      unfold energy
      rw [← sum_range_sub x n, mul_sum, mul_sum, ← sum_sub_distrib]
      refine sum_congr rfl fun i hi => ?_
      have hp := sub_pos.2 (hx i (mem_range.1 hi))
      have hd := hc i (mem_range.1 hi)
      rw [elementSlope, abs_div, abs_of_pos hp, div_eq_iff hp.ne'] at hd
      rw [← sq_abs (u (i + 1) - u i), hd, div_eq_iff (mul_pos two_pos hp).ne']
      ring
    have l := energy_lower_bound u hy c
    rw [hy0, hyn] at l
    linarith

end

end FiniteElementNodeForce
```

The smallest case with a movable node is n = 2. If d₀ and d₁ are both nonzero, the condition |s₀| = |s₁| reads h₀/h₁ = |d₀|/|d₁|, which fixes the position of the node. If d₀ = 0 and d₁ ≠ 0, the energy d₁²/(2h₁) keeps falling as the node approaches x₀. The first element would have to shrink to zero length, so no mesh attains the infimum.

```lean
#print axioms FiniteElementNodeForce.interpolant_nodes
#print axioms FiniteElementNodeForce.energy_eq_integral
#print axioms FiniteElementNodeForce.hasDerivAt_energy_eshelby
#print axioms FiniteElementNodeForce.minimises_iff_equal_slopes
```

```
'FiniteElementNodeForce.interpolant_nodes' depends on axioms: [propext, Classical.choice, Quot.sound]
'FiniteElementNodeForce.energy_eq_integral' depends on axioms: [propext, Classical.choice, Quot.sound]
'FiniteElementNodeForce.hasDerivAt_energy_eshelby' depends on axioms: [propext, Classical.choice, Quot.sound]
'FiniteElementNodeForce.minimises_iff_equal_slopes' depends on axioms: [propext, Classical.choice, Quot.sound]
```
